# In a bipartite hopping model, same-sublattice coupling changes midgap nodes only at odd orders and intersublattice amplitudes only at even orders

## Why does a small second-neighbour hopping hit the nodes first?

On a four-site chain with unit nearest-neighbour hopping, adding second-neighbour hopping s makes the midgap nodes odd functions of s and leaves the allowed end-to-end amplitude even. At s = 0.1, with the energy held at the midgap of the original chain, the amplitude between sites 0 and 2 grows from zero to about −0.10, while the one between sites 0 and 3 only moves from −1 to about −1.03. I had dropped second-neighbour hopping as a small correction everywhere. Is this split between the two kinds of amplitude an accident of the short chain, or does it hold for any bipartite molecule?

## Sublattice parity fixes the orders

It holds for every finite, non-interacting model whose main hopping H connects only opposite sublattices and whose correction K connects only equal ones. If H + sK is invertible, the same-sublattice entries of its inverse are odd in s and the opposite-sublattice entries are even. If H is invertible too, the correction to a node starts at order s or higher, and the correction to an allowed amplitude at order s² or higher.

### From a sign flip to the selection rule

Put the midgap energy of H alone at zero and let G be the inverse of H + sK. The energy stays at zero when K is added, although K can move the centre of the gap: a uniform on-site energy, for example, shifts every level. Give each site i a sign γ_i, equal to +1 on one sublattice and −1 on the other, and let Γ be the diagonal matrix of these signs. Then Γ² = 1, and

(Γ(H + sK)Γ)_ij = γ_i γ_j (H_ij + sK_ij).

On equal sublattices γ_i γ_j = 1 and H_ij = 0, which leaves sK_ij. On opposite sublattices γ_i γ_j = −1 and K_ij = 0, which leaves −H_ij. Both cases together read

Γ(H + sK)Γ = −(H − sK).

It follows that

(H − sK)(−ΓGΓ) = Γ(H + sK)ΓΓGΓ = Γ(H + sK)GΓ = ΓΓ = 1.

So H − sK is invertible as well. Inverses are unique, so its inverse G′ is −ΓGΓ, or entry by entry

G′_ij = −γ_i γ_j G_ij.

This is −G_ij on equal sublattices and G_ij on opposite ones.

Now let H have the inverse G₀. At s = 0 the two propagators coincide, so a same-sublattice entry of G₀ equals its own negative and vanishes. These are the nodes. Multiplying (H + sK)G = 1 by G₀ from the left gives

G = G₀ − sG₀KG.

Inserting this equation into its own last term again and again gives, after N steps,

G = Σ_{k<N} s^k (−G₀K)^k G₀ + s^N (−G₀K)^N G.

The factor G₀ changes the sublattice and K preserves it, so each G₀K changes it once. The order-k coefficient contains k such factors and a final G₀, hence k + 1 changes. Between equal sublattices this number must be even, so only odd k survive; between opposite sublattices only even k survive. With N = 3 for equal sublattices, orders 0 and 2 drop out:

G_ij = −s(G₀KG₀)_ij + s³((−G₀K)³G)_ij.

With N = 2 for opposite sublattices, order 1 drops out:

G_ij = (G₀)_ij + s²((G₀K)²G)_ij.

The remainders still contain G, which depends on s. Calling them cubic and quadratic as s → 0 uses the continuity of the matrix inverse near the invertible H, a short supplement to the identities checked below.

### What the Lean theorems say

The sites form a finite type `n`, and `c : n → Bool` assigns the sublattices. `LinksOpposite c H` says that H vanishes between equally labelled sites, including the diagonal. `LinksSame c K` says that K vanishes between differently labelled sites, so K may hold on-site energies as well as second-neighbour hopping. The matrices are complex and need not be Hermitian, and s may be complex.

A propagator enters through an equation such as `(H + s • K) * G = 1`, which for square matrices makes `G` the two-sided inverse. The usual Green's function at energy zero is (0 − H − sK)⁻¹, the negative of this `G`; the parities and nodes are the same. The name `sign` stands for the sublattice sign γ_i, `chiral c` is Γ, and `orderTerm G₀ K k` is the coefficient (−G₀K)^k G₀ without its factor s^k.

`propagator_parity` compares `G` with the inverse `G'` of H − sK at one fixed s, and doesn't require H to be invertible. `mirror_propagator` shows that such a `G'` exists whenever `G` does. `dyson_expansion`, `order_selection` and `leading_corrections` also assume `H * G₀ = 1`, which means that the unperturbed system has no state exactly at midgap. This excludes every molecule whose two sublattices differ in size. The expansion is a finite identity with a remainder for every N; convergence of the infinite Dyson series is not claimed.

The step from here to a measured conductance is the contact model. For weak contacts at single sites i and j, the transmission of a non-interacting molecule at energy zero is approximately proportional to |G_ij|². If H is invertible, a small second-neighbour hopping then changes the transmission at order s² at the earliest for both kinds of site pair. The difference lies in the relative change: at a node the transmission starts from zero, so any correction is all there is, while a transmission with (G₀)_ij ≠ 0 changes only by a small fraction. In absolute terms the allowed transmission can change more: in the four-site chain at s = 0.1, |G_03|² rises by about 0.06 and |G_02|² by about 0.01. Lead self-energies and electron interactions do not appear in the hypotheses.

```lean
import Mathlib

open Matrix

namespace MidgapInterference

noncomputable section

variable {n : Type*} [Fintype n] [DecidableEq n]

/-- The matrix `H` connects only sites of opposite sublattices; `c` labels the sublattices. -/
def LinksOpposite (c : n → Bool) (H : Matrix n n ℂ) : Prop :=
  ∀ i j, c i = c j → H i j = 0

/-- The matrix `K` connects only sites of the same sublattice. -/
def LinksSame (c : n → Bool) (K : Matrix n n ℂ) : Prop :=
  ∀ i j, c i ≠ c j → K i j = 0

/-- The sublattice sign of a site: `1` on one sublattice and `-1` on the other. -/
def sign (c : n → Bool) (i : n) : ℂ := if c i then 1 else -1

/-- The chiral matrix, diagonal with the sublattice signs as entries. -/
def chiral (c : n → Bool) : Matrix n n ℂ := Matrix.diagonal (sign c)

/-- The coefficient of order `k` in the same-sublattice coupling `K`, built from the
unperturbed propagator `G₀`. -/
def orderTerm (G₀ K : Matrix n n ℂ) (k : ℕ) : Matrix n n ℂ := (-(G₀ * K)) ^ k * G₀

omit [Fintype n] [DecidableEq n] in
/-- The signs of two sites multiply to `1` on equal sublattices and to `-1` on opposite ones. -/
theorem sign_mul_sign (c : n → Bool) (i j : n) :
    sign c i * sign c j = if c i = c j then 1 else -1 := by
  unfold sign
  cases c i <;> cases c j <;> simp

/-- Conjugation with the chiral matrix turns `H + sK` into `-(H - sK)`, if `H` links only
opposite sublattices and `K` only equal ones. -/
theorem chiral_conjugation {c : n → Bool} {H K : Matrix n n ℂ}
    (hH : LinksOpposite c H) (hK : LinksSame c K) (s : ℂ) :
    chiral c * (H + s • K) * chiral c = -(H - s • K) := by
  ext i j
  have p := sign_mul_sign c i j
  simp only [chiral, Matrix.mul_diagonal, Matrix.diagonal_mul, Matrix.add_apply,
    Matrix.neg_apply, Matrix.sub_apply, Matrix.smul_apply, smul_eq_mul]
  by_cases h : c i = c j
  · rw [if_pos h] at p
    rw [hH i j h]
    linear_combination (s * K i j) * p
  · rw [if_neg h] at p
    rw [hK i j h]
    linear_combination H i j * p

/-- If `H` links only opposite sublattices, `K` only equal ones, and `G` inverts `H + sK`,
then `H - sK` is inverted by minus the chiral conjugate of `G`. -/
theorem mirror_propagator {c : n → Bool} {H K G : Matrix n n ℂ} {s : ℂ}
    (hH : LinksOpposite c H) (hK : LinksSame c K) (hG : (H + s • K) * G = 1) :
    (H - s • K) * -(chiral c * G * chiral c) = 1 := by
  have hΓ : chiral c * chiral c = 1 := by
    rw [chiral, Matrix.diagonal_mul_diagonal, ← Matrix.diagonal_one]
    congr 1
    funext i
    simpa using sign_mul_sign c i i
  calc (H - s • K) * -(chiral c * G * chiral c)
      = -(H - s • K) * (chiral c * G * chiral c) := by rw [mul_neg, neg_mul]
    _ = chiral c * (H + s • K) * (chiral c * chiral c) * G * chiral c := by
        rw [← chiral_conjugation hH hK s]
        simp only [mul_assoc]
    _ = chiral c * ((H + s • K) * G) * chiral c := by
        rw [hΓ, mul_one]
        simp only [mul_assoc]
    _ = 1 := by rw [hG, mul_one, hΓ]

/-- Let `H` link only opposite sublattices and `K` only equal ones, and let `G` and `G'` be the
inverses of `H + sK` and `H - sK`. Reversing `s` reverses the same-sublattice entries of the
propagator and leaves the opposite-sublattice entries unchanged. -/
theorem propagator_parity {c : n → Bool} {H K G G' : Matrix n n ℂ} {s : ℂ}
    (hH : LinksOpposite c H) (hK : LinksSame c K)
    (hG : (H + s • K) * G = 1) (hG' : (H - s • K) * G' = 1) (i j : n) :
    (c i = c j → G' i j = -G i j) ∧ (c i ≠ c j → G' i j = G i j) := by
  -- inverses are unique, so `G'` is the mirror propagator
  have hm : G' = -(chiral c * G * chiral c) :=
    left_inv_eq_right_inv (mul_eq_one_comm.mp hG') (mirror_propagator hH hK hG)
  have e : G' i j = -(sign c i * G i j * sign c j) := by
    rw [hm]
    simp only [chiral, Matrix.neg_apply, Matrix.mul_diagonal, Matrix.diagonal_mul]
  have p := sign_mul_sign c i j
  constructor
  · intro h
    rw [if_pos h] at p
    linear_combination e - G i j * p
  · intro h
    rw [if_neg h] at p
    linear_combination e - G i j * p

/-- If `H` links only opposite sublattices, so does its inverse `G₀`: all same-sublattice
entries of the unperturbed propagator are nodes. -/
theorem unperturbed_nodes {c : n → Bool} {H G₀ : Matrix n n ℂ}
    (hH : LinksOpposite c H) (h₀ : H * G₀ = 1) : LinksOpposite c G₀ := by
  intro i j h
  have hK : LinksSame c (0 : Matrix n n ℂ) := fun _ _ _ => rfl
  have e := (propagator_parity (s := 0) (G := G₀) (G' := G₀) hH hK
    (by simpa using h₀) (by simpa using h₀) i j).1 h
  linear_combination (1 / 2 : ℂ) * e

/-- Dyson expansion: if `G₀` inverts `H` and `G` inverts `H + sK`, then `G` is the sum of its
first `N` orders in `s` plus an exact remainder with the factor `s ^ N`. -/
theorem dyson_expansion {H K G₀ G : Matrix n n ℂ} {s : ℂ}
    (h₀ : H * G₀ = 1) (hG : (H + s • K) * G = 1) (N : ℕ) :
    G = ∑ k ∈ Finset.range N, s ^ k • orderTerm G₀ K k + s ^ N • ((-(G₀ * K)) ^ N * G) := by
  -- the Dyson equation
  have h1 : G = G₀ + s • (-(G₀ * K) * G) := by
    have h : G₀ * ((H + s • K) * G) = G₀ := by rw [hG, mul_one]
    have e : G₀ * ((H + s • K) * G) = G₀ * H * G + s • (G₀ * K * G) := by
      simp only [add_mul, mul_add, smul_mul_assoc, mul_smul_comm, mul_assoc]
    rw [e, mul_eq_one_comm.mp h₀, one_mul] at h
    rw [neg_mul, smul_neg, ← sub_eq_add_neg]
    exact eq_sub_of_add_eq h
  -- iterate it
  induction N with
  | zero => simp
  | succ N ih =>
    have key : (-(G₀ * K)) ^ N * G
        = orderTerm G₀ K N + s • ((-(G₀ * K)) ^ (N + 1) * G) := by
      calc (-(G₀ * K)) ^ N * G = (-(G₀ * K)) ^ N * (G₀ + s • (-(G₀ * K) * G)) :=
            congrArg (fun X => (-(G₀ * K)) ^ N * X) h1
        _ = _ := by rw [orderTerm, mul_add, mul_smul_comm, pow_succ, mul_assoc]
    calc G = ∑ k ∈ Finset.range N, s ^ k • orderTerm G₀ K k
          + s ^ N • ((-(G₀ * K)) ^ N * G) := ih
      _ = _ := by
        rw [key, Finset.sum_range_succ, smul_add, smul_smul, ← pow_succ, add_assoc]

/-- Let `H`, with inverse `G₀`, link only opposite sublattices and `K` only equal ones. Then
even orders in `K` vanish between equal sublattices and odd orders between opposite ones. -/
theorem order_selection {c : n → Bool} {H K G₀ : Matrix n n ℂ}
    (hH : LinksOpposite c H) (hK : LinksSame c K) (h₀ : H * G₀ = 1) (k : ℕ) (i j : n) :
    (c i = c j → Even k → orderTerm G₀ K k i j = 0) ∧
      (c i ≠ c j → Odd k → orderTerm G₀ K k i j = 0) := by
  have hN := unperturbed_nodes hH h₀
  -- one scattering event `G₀ K` changes the sublattice
  have hM : LinksOpposite c (G₀ * K) := by
    intro i a h
    rw [Matrix.mul_apply]
    refine Finset.sum_eq_zero fun b _ => ?_
    by_cases hb : c i = c b
    · rw [hN i b hb, zero_mul]
    · rw [hK b a (fun e => hb (h.trans e.symm)), mul_zero]
  induction k generalizing i with
  | zero =>
    exact ⟨fun h _ => by simpa [orderTerm] using hN i j h, fun _ h => absurd h (by decide)⟩
  | succ k ih =>
    have e : orderTerm G₀ K (k + 1) = -((G₀ * K) * orderTerm G₀ K k) := by
      simp only [orderTerm, pow_succ', neg_mul, mul_assoc]
    rw [e, Matrix.neg_apply, Matrix.mul_apply]
    constructor
    · intro h hk
      refine neg_eq_zero.mpr (Finset.sum_eq_zero fun a _ => ?_)
      by_cases ha : c i = c a
      · rw [hM i a ha, zero_mul]
      · rw [(ih a).2 (fun e => ha (h.trans e.symm))
          (Nat.not_even_iff_odd.mp (Nat.even_add_one.mp hk)), mul_zero]
    · intro h hk
      refine neg_eq_zero.mpr (Finset.sum_eq_zero fun a _ => ?_)
      by_cases ha : c i = c a
      · rw [hM i a ha, zero_mul]
      · have haj : c a = c j := by
          revert h ha
          cases c i <;> cases c a <;> cases c j <;> simp
        rw [(ih a).1 haj (Nat.not_odd_iff_even.mp (Nat.odd_add_one.mp hk)), mul_zero]

/-- Let `H` link only opposite sublattices and `K` only equal ones, with `G₀` inverse to `H` and
`G` to `H + sK`. A same-sublattice entry of `G` is a linear term plus a remainder with the factor
`s ^ 3`; an opposite-sublattice entry is its unperturbed value plus one with `s ^ 2`. -/
theorem leading_corrections {c : n → Bool} {H K G₀ G : Matrix n n ℂ} {s : ℂ}
    (hH : LinksOpposite c H) (hK : LinksSame c K)
    (h₀ : H * G₀ = 1) (hG : (H + s • K) * G = 1) (i j : n) :
    (c i = c j →
      G i j = s * orderTerm G₀ K 1 i j + s ^ 3 * ((-(G₀ * K)) ^ 3 * G) i j) ∧
    (c i ≠ c j → G i j = G₀ i j + s ^ 2 * ((-(G₀ * K)) ^ 2 * G) i j) := by
  constructor
  · intro h
    have e := congrFun (congrFun (dyson_expansion h₀ hG 3) i) j
    simp only [Finset.sum_range_succ, Finset.sum_range_zero, zero_add, Matrix.add_apply,
      Matrix.smul_apply, smul_eq_mul] at e
    have t0 := (order_selection hH hK h₀ 0 i j).1 h (by decide)
    have t2 := (order_selection hH hK h₀ 2 i j).1 h (by decide)
    linear_combination e + t0 + s ^ 2 * t2
  · intro h
    have e := congrFun (congrFun (dyson_expansion h₀ hG 2) i) j
    simp only [Finset.sum_range_succ, Finset.sum_range_zero, zero_add, Matrix.add_apply,
      Matrix.smul_apply, smul_eq_mul] at e
    have t0 : orderTerm G₀ K 0 i j = G₀ i j := by simp [orderTerm]
    have t1 := (order_selection hH hK h₀ 1 i j).2 h (by decide)
    linear_combination e + t0 + s * t1

/-- Alternating sublattice labels of a four-site chain. -/
def chainLabel : Fin 4 → Bool := ![true, false, true, false]

/-- Nearest-neighbour hopping of unit strength on the four-site chain. -/
def chainH : Matrix (Fin 4) (Fin 4) ℂ :=
  !![0, 1, 0, 0; 1, 0, 1, 0; 0, 1, 0, 1; 0, 0, 1, 0]

/-- Second-neighbour hopping of unit strength on the four-site chain. -/
def chainK : Matrix (Fin 4) (Fin 4) ℂ :=
  !![0, 0, 1, 0; 0, 0, 0, 1; 1, 0, 0, 0; 0, 1, 0, 0]

/-- Closed form of the midgap propagator of the chain with second-neighbour hopping `s`,
for `s ^ 2 ≠ 1`. -/
def chainG (s : ℂ) : Matrix (Fin 4) (Fin 4) ℂ :=
  !![2 * s / (1 - s ^ 2) ^ 2, 1 / (1 - s ^ 2), -s / (1 - s ^ 2), -(1 + s ^ 2) / (1 - s ^ 2) ^ 2;
     1 / (1 - s ^ 2), 0, 0, -s / (1 - s ^ 2);
     -s / (1 - s ^ 2), 0, 0, 1 / (1 - s ^ 2);
     -(1 + s ^ 2) / (1 - s ^ 2) ^ 2, -s / (1 - s ^ 2), 1 / (1 - s ^ 2), 2 * s / (1 - s ^ 2) ^ 2]

/-- On the four-site chain nearest-neighbour hopping links opposite sublattices,
second-neighbour hopping links equal ones, and for `s ^ 2 ≠ 1` the closed form `chainG s`
is the inverse of `chainH + s • chainK`. -/
theorem chain_witness (s : ℂ) (hs : s ^ 2 ≠ 1) :
    LinksOpposite chainLabel chainH ∧ LinksSame chainLabel chainK ∧
      (chainH + s • chainK) * chainG s = 1 := by
  have hD : 1 - s ^ 2 ≠ 0 := sub_ne_zero.mpr (Ne.symm hs)
  refine ⟨?_, ?_, ?_⟩
  · intro i j
    fin_cases i <;> fin_cases j <;> simp [chainLabel, chainH]
  · intro i j
    fin_cases i <;> fin_cases j <;> simp [chainLabel, chainK]
  · ext i j
    fin_cases i <;> fin_cases j <;>
      simp [chainH, chainK, chainG, Matrix.mul_apply, Fin.sum_univ_succ] <;>
      field_simp <;> ring

end

end MidgapInterference
```

```lean
#print axioms MidgapInterference.order_selection
#print axioms MidgapInterference.leading_corrections
```

```
'MidgapInterference.order_selection' depends on axioms: [propext, Classical.choice, Quot.sound]
'MidgapInterference.leading_corrections' depends on axioms: [propext, Classical.choice, Quot.sound]
```

### How the Lean proofs match the algebra

`sign_mul_sign` evaluates γ_i γ_j by going through the four label combinations. `chiral_conjugation` compares matrix entries and splits on whether the labels agree; in each case one of H_ij and K_ij is replaced by zero, and `linear_combination` finishes with the value of γ_i γ_j. `mirror_propagator` first proves Γ² = 1, then carries out the chain of products above in its `calc` block.

In `propagator_parity`, `left_inv_eq_right_inv` supplies the uniqueness of inverses, with `mul_eq_one_comm` turning the right inverse `G'` into a left one. Reading off an entry gives the two parities. `unperturbed_nodes` applies this theorem with s = 0, K = 0 and both propagators equal to G₀, and then halves the equation (G₀)_ij = −(G₀)_ij.

`dyson_expansion` derives the equation for G as `h1` and proceeds by induction on N. The intermediate equation `key` inserts `h1` into the remainder, which splits off the next order.

`order_selection` first shows, as `hM`, that G₀K links only opposite sublattices: in the sum over intermediate sites, either the entry of G₀ or that of K is zero. The induction on k then puts one more factor G₀K on the left. The starting site i is left general in the induction, because this factor moves it to a site on the other sublattice, where the statement for k has to be used with the other parity. `leading_corrections` takes the expansion with N = 3 or N = 2 and removes the forbidden orders.

Your chain is the explicit example. `chain_witness` checks both sublattice conditions and multiplies out the closed form `chainG s`, under the condition s² ≠ 1. At s = ±1 the first and last rows of the chain matrix agree up to sign, so it has no inverse. With sites numbered from 0, as in Lean, the entries you looked at are

G_02 = −s/(1 − s²),

G_03 = −(1 + s²)/(1 − s²)².

The closed form also shows that the rule permits a correction without forcing one. The entry G_11 is a same-sublattice node and stays zero for every allowed s, and G_12 is zero throughout although its sites lie on opposite sublattices. "Allowed" therefore means allowed by the sublattice symmetry, and the size of each permitted term depends on the molecule.
